# The SHAKE multipliers that restore the length of a single bond

In SHAKE, a trial bond vector $s$ is corrected by adding $l\mu r$, where $r$ is the old bond, $\mu$ the inverse reduced mass and $l$ the multiplier. The theorem `multiplier_formula` takes $\mu > 0$, an old bond of length $d > 0$, and a trial bond whose part $t$ orthogonal to $r$ is no longer than $d$. It states that the corrected bond has length $d$ exactly when $l = \bigl(-a \pm \sqrt{d^2 - \|t\|^2}/d\bigr)/\mu$, where $a$ is the coefficient of $s$ along $r$; the two values may coincide. The proof starts from the constraint with its square completed, $(l\mu + a)^2 d^2 = d^2 - \|t\|^2$, writes the right side as the square of its root, and solves the two linear equations that follow.

This version doesn't compile in Lean 4 with Mathlib:

```lean
import Mathlib

open scoped InnerProductSpace

namespace MultiplierFormula

noncomputable section

variable {E : Type*} [NormedAddCommGroup E] [InnerProductSpace ℝ E]

/-- The bond vector after a SHAKE correction with multiplier `l` along the old bond `r`,
starting from the trial bond `s`; `μ` is the inverse reduced mass. -/
def correctedBond (μ : ℝ) (r s : E) (l : ℝ) : E := s + (l * μ) • r

/-- The coefficient of the trial bond `s` along the old bond `r`, for `r ≠ 0`. -/
def along (r s : E) : ℝ := ⟪r, s⟫_ℝ / ‖r‖ ^ 2

/-- The component of the trial bond `s` orthogonal to the old bond `r`, for `r ≠ 0`. -/
def transverse (r s : E) : E := s - along r s • r

/-- For a nonzero old bond, the squared length of the corrected bond is the sum of a
transverse part, independent of the multiplier, and a part along the old bond. -/
theorem norm_sq_correctedBond {r : E} (hr : r ≠ 0) (μ : ℝ) (s : E) (l : ℝ) :
    ‖correctedBond μ r s l‖ ^ 2 =
      ‖transverse r s‖ ^ 2 + (l * μ + along r s) ^ 2 * ‖r‖ ^ 2 := by
  have hn : ‖r‖ ^ 2 ≠ 0 := pow_ne_zero 2 (norm_ne_zero_iff.mpr hr)
  -- the transverse part is orthogonal to the old bond
  have ho : ⟪transverse r s, r⟫_ℝ = 0 := by
    unfold transverse along
    rw [inner_sub_left, real_inner_smul_left, real_inner_self_eq_norm_sq,
      div_mul_cancel₀ _ hn, real_inner_comm r s, sub_self]
  have e : correctedBond μ r s l = transverse r s + (l * μ + along r s) • r := by
    unfold correctedBond transverse
    module
  rw [e, norm_add_sq_real, real_inner_smul_right, ho, norm_smul, mul_pow,
    Real.norm_eq_abs, sq_abs]
  ring

/-- For an old bond of length `d > 0`, the bond-length constraint is equivalent to an equation for
the multiplier, quadratic when `μ ≠ 0`, written here with the square completed. -/
theorem constraint_iff {r : E} {d : ℝ} (hr : ‖r‖ = d) (hd : 0 < d) (μ : ℝ) (s : E) (l : ℝ) :
    ‖correctedBond μ r s l‖ = d ↔
      (l * μ + along r s) ^ 2 * d ^ 2 = d ^ 2 - ‖transverse r s‖ ^ 2 := by
  have hr0 : r ≠ 0 := norm_pos_iff.mp (by rw [hr]; exact hd)
  have key := norm_sq_correctedBond hr0 μ s l
  rw [hr] at key
  constructor
  · intro h
    rw [h] at key
    linarith
  · intro h
    exact (sq_eq_sq₀ (norm_nonneg _) hd.le).mp (by linarith)

/-- If the old bond has length `d > 0`, the transverse part of the trial bond is no longer
than `d`, and `μ > 0`, the multipliers that restore the bond length are exactly these two
(possibly equal) values. -/
theorem multiplier_formula {r s : E} {d μ : ℝ} (hr : ‖r‖ = d) (hd : 0 < d) (hμ : 0 < μ)
    (hs : ‖transverse r s‖ ≤ d) (l : ℝ) :
    ‖correctedBond μ r s l‖ = d ↔
      l = (-along r s + √(d ^ 2 - ‖transverse r s‖ ^ 2) / d) / μ ∨
      l = (-along r s - √(d ^ 2 - ‖transverse r s‖ ^ 2) / d) / μ := by
  have hq : √(d ^ 2 - ‖transverse r s‖ ^ 2) ^ 2 = d ^ 2 - ‖transverse r s‖ ^ 2 :=
    Real.sq_sqrt (by nlinarith [norm_nonneg (transverse r s)])
  rw [constraint_iff hr hd, ← hq, ← mul_pow, sq_eq_sq_iff_eq_or_eq_neg,
    eq_div_iff hμ.ne', eq_div_iff hμ.ne']
  apply or_congr
  · rw [← eq_div_iff hd.ne']
    constructor <;> intro h <;> linarith
  · rw [← eq_div_iff hd.ne', neg_div]
    constructor <;> intro h <;> linarith

end

end MultiplierFormula
```

The error:

```
Main.lean:68:32: error: linarith failed to find a contradiction
case h₁.mp.h1
E : Type u_1
inst✝¹ : NormedAddCommGroup E
inst✝ : InnerProductSpace ℝ E
r s : E
d μ : ℝ
hr : ‖r‖ = d
hd : 0 < d
hμ : 0 < μ
hs : ‖transverse r s‖ ≤ d
l : ℝ
hq : √(d ^ 2 - ‖transverse r s‖ ^ 2) ^ 2 = d ^ 2 - ‖transverse r s‖ ^ 2
h : l * μ + along r s = √(d ^ 2 - ‖transverse r s‖ ^ 2) / d
a✝ : l * μ < -along r s + √(√(d ^ 2 - ‖transverse r s‖ ^ 2) ^ 2) / d
⊢ False
failed
Main.lean:68:32: error: linarith failed to find a contradiction
case h₁.mpr.h1
E : Type u_1
inst✝¹ : NormedAddCommGroup E
inst✝ : InnerProductSpace ℝ E
r s : E
d μ : ℝ
hr : ‖r‖ = d
hd : 0 < d
hμ : 0 < μ
hs : ‖transverse r s‖ ≤ d
l : ℝ
hq : √(d ^ 2 - ‖transverse r s‖ ^ 2) ^ 2 = d ^ 2 - ‖transverse r s‖ ^ 2
h : l * μ = -along r s + √(√(d ^ 2 - ‖transverse r s‖ ^ 2) ^ 2) / d
a✝ : l * μ + along r s < √(d ^ 2 - ‖transverse r s‖ ^ 2) / d
⊢ False
failed
Main.lean:70:32: error: linarith failed to find a contradiction
case h₂.mp.h1
E : Type u_1
inst✝¹ : NormedAddCommGroup E
inst✝ : InnerProductSpace ℝ E
r s : E
d μ : ℝ
hr : ‖r‖ = d
hd : 0 < d
hμ : 0 < μ
hs : ‖transverse r s‖ ≤ d
l : ℝ
hq : √(d ^ 2 - ‖transverse r s‖ ^ 2) ^ 2 = d ^ 2 - ‖transverse r s‖ ^ 2
h : l * μ + along r s = -(√(d ^ 2 - ‖transverse r s‖ ^ 2) / d)
a✝ : l * μ < -along r s - √(√(d ^ 2 - ‖transverse r s‖ ^ 2) ^ 2) / d
⊢ False
failed
Main.lean:70:32: error: linarith failed to find a contradiction
case h₂.mpr.h1
E : Type u_1
inst✝¹ : NormedAddCommGroup E
inst✝ : InnerProductSpace ℝ E
r s : E
d μ : ℝ
hr : ‖r‖ = d
hd : 0 < d
hμ : 0 < μ
hs : ‖transverse r s‖ ≤ d
l : ℝ
hq : √(d ^ 2 - ‖transverse r s‖ ^ 2) ^ 2 = d ^ 2 - ‖transverse r s‖ ^ 2
h : l * μ = -along r s - √(√(d ^ 2 - ‖transverse r s‖ ^ 2) ^ 2) / d
a✝ : l * μ + along r s < -(√(d ^ 2 - ‖transverse r s‖ ^ 2) / d)
⊢ False
failed
```

Diagnosis. All four errors are `linarith` failing, once for each direction of the two cases, and each message shows the same oddity: one side has `√(d ^ 2 - ‖transverse r s‖ ^ 2)`, the other `√(√(d ^ 2 - ‖transverse r s‖ ^ 2) ^ 2)`. The nested root comes from `← hq`. It was meant to turn the right side of the constraint into a square, but `rw` replaces every instance of `d ^ 2 - ‖transverse r s‖ ^ 2`, including those under the roots in the claimed values of `l`. The two expressions are equal, since a square root is nonnegative, but `linarith` treats them as unrelated quantities.

The added `generalize` line replaces the root by a variable `q`, both in `hq` and in the goal. Now `hq` reads `q ^ 2 = d ^ 2 - ‖transverse r s‖ ^ 2`, and the formulas for `l` contain only `q`, so `← hq` has nothing to rewrite in them. It changes the constraint alone, the same `q` appears on both sides, and the `linarith` calls succeed.

As a diff, the version that Lean accepts:

```diff
@@ -62,4 +62,5 @@
   have hq : √(d ^ 2 - ‖transverse r s‖ ^ 2) ^ 2 = d ^ 2 - ‖transverse r s‖ ^ 2 :=
     Real.sq_sqrt (by nlinarith [norm_nonneg (transverse r s)])
+  generalize √(d ^ 2 - ‖transverse r s‖ ^ 2) = q at hq ⊢
   rw [constraint_iff hr hd, ← hq, ← mul_pow, sq_eq_sq_iff_eq_or_eq_neg,
     eq_div_iff hμ.ne', eq_div_iff hμ.ne']
```
